# Slope and curvature of ln K for species with finitely many energy levels

A molecule isomerises between forms A and B, and its equilibrium constant $K$ is measured at several temperatures. Plotted against inverse temperature, $\ln K$ often lies near a straight line whose slope gives the energy of reaction. Sometimes the plot bends. If each form has a nonempty finite list of fixed energy levels and $K$ is the ratio of their partition functions, both slope and bend follow from the level energies.

## From Boltzmann sums to the van't Hoff plot

Let $b = 1/(k_BT)$, with $k_B$ Boltzmann's constant and $T$ the temperature. For levels $E_i$ and a quantity with values $f_i$, put

$$Z_E(b)=\sum_i e^{-bE_i},\qquad \langle f\rangle_E=\frac{1}{Z_E}\sum_i f_i e^{-bE_i}.$$

For constant coefficients $c_i$,

$$\frac{d}{db}\sum_i c_i e^{-bE_i}=-\sum_i c_iE_i e^{-bE_i}.$$

Taking $c_i=1$ gives $(\ln Z_E)'=Z_E'/Z_E=-\langle E\rangle_E$.

Write $m=\langle E\rangle_E$. Since $\langle 1\rangle_E=1$, the variance is

$$\mathrm{Var}_E=\langle (E-m)^2\rangle_E=\langle E^2\rangle_E-2m\langle E\rangle_E+m^2=\langle E^2\rangle_E-m^2.$$

With $S_1=\sum_i E_ie^{-bE_i}$ and $S_2=\sum_i E_i^2e^{-bE_i}$, we have $S_1'=-S_2$ and $Z_E'=-S_1$, so

$$\langle E\rangle_E'=\frac{-S_2Z_E+S_1^2}{Z_E^2}=-\mathrm{Var}_E.$$

Now $K=Z_B/Z_A$, so $\ln K=\ln Z_B-\ln Z_A$. Differentiating twice,

$$(\ln K)'=\langle E\rangle_A-\langle E\rangle_B,\qquad (\ln K)''=\mathrm{Var}_B-\mathrm{Var}_A.$$

The plot bends upwards where the product's energy fluctuates more than the reactant's. For non-interacting molecules with finite lists of computed rovibrational levels, those lists therefore predict the curvature as well as the slope, provided that they share a common zero of energy and omit no level that contributes appreciably to the thermal averages at the temperatures of interest. If each list starts from its own ground state, the curvature is unchanged, but the slope also needs the energy offset between the two ground states.

## Level lists, averages and the equilibrium constant

A species is a function from a finite index type to ℝ: `ι` labels the states of A and `κ` those of B. A degenerate level appears once per state.

In Lean 4 with Mathlib:

```lean
import Mathlib

open Finset

namespace VantHoffAnalysis

noncomputable section

variable {ι κ : Type*} [Fintype ι] [Fintype κ]
```

The partition function is defined for every real `b`, including negative values.

```lean
/-- The partition function of a finite list of energy levels at inverse temperature `b`. -/
def partitionFn (E : ι → ℝ) (b : ℝ) : ℝ := ∑ i, Real.exp (-b * E i)
```

Averages are normalised by the partition function.

```lean
/-- The Boltzmann average of a quantity `f` over a nonempty finite list of levels. -/
def thermalAvg (E f : ι → ℝ) (b : ℝ) : ℝ :=
  (∑ i, f i * Real.exp (-b * E i)) / partitionFn E b

/-- The mean energy of a nonempty finite list of levels. -/
def meanEnergy (E : ι → ℝ) (b : ℝ) : ℝ := thermalAvg E E b
```

The variance is defined through deviations from the mean, so its link to a derivative has to be proved.

```lean
/-- The energy variance of a nonempty finite list of levels: the thermal average of the
squared deviation from the mean energy. -/
def energyVariance (E : ι → ℝ) (b : ℝ) : ℝ :=
  thermalAvg E (fun i => (E i - meanEnergy E b) ^ 2) b
```

Defining $K$ as a ratio of partition functions represents one-to-one conversion in an ideal mixture, with both energy lists measured from a common zero. Translational factors are taken to cancel; interactions and temperature-dependent levels are left out.

```lean
/-- The equilibrium constant of the reaction from `A` to `B`, the ratio of the partition
function of `B` to that of `A`, for a nonempty list of levels of `A`. -/
def eqConst (A : ι → ℝ) (B : κ → ℝ) (b : ℝ) : ℝ := partitionFn B b / partitionFn A b
```

## Derivatives for a single species

`Nonempty` makes the partition function strictly positive, which permits the divisions and logarithms.

```lean
/-- The partition function of a nonempty list of levels is positive. -/
theorem partitionFn_pos [Nonempty ι] (E : ι → ℝ) (b : ℝ) : 0 < partitionFn E b :=
  Finset.sum_pos (fun _ _ => Real.exp_pos _) Finset.univ_nonempty
```

`HasDerivAt f d b` says that `f` is differentiable at `b` with derivative `d`. The next lemma differentiates the sum term by term, using the chain rule for each exponential.

```lean
/-- Differentiating a Boltzmann-weighted sum in the inverse temperature multiplies each
term by minus its energy. -/
theorem hasDerivAt_boltzmannSum (E c : ι → ℝ) (b : ℝ) :
    HasDerivAt (fun x => ∑ i, c i * Real.exp (-x * E i))
      (-∑ i, c i * E i * Real.exp (-b * E i)) b := by
  rw [← Finset.sum_neg_distrib]
  refine HasDerivAt.fun_sum fun i _ => ?_
  have h : HasDerivAt (fun x : ℝ => -x * E i) (-1 * E i) b :=
    (hasDerivAt_id' b).fun_neg.mul_const (E i)
  exact (h.exp.const_mul (c i)).congr_deriv (by ring)
```

Setting every coefficient to 1 and applying the derivative of the logarithm gives minus the mean energy.

```lean
/-- For a nonempty list of levels, the logarithm of the partition function has derivative
minus the mean energy. -/
theorem hasDerivAt_log_partitionFn [Nonempty ι] (E : ι → ℝ) (b : ℝ) :
    HasDerivAt (fun x => Real.log (partitionFn E x)) (-meanEnergy E b) b := by
  have h := hasDerivAt_boltzmannSum E (fun _ => 1) b
  simp only [one_mul] at h
  have hZ : HasDerivAt (partitionFn E) (-∑ i, E i * Real.exp (-b * E i)) b := h
  exact (hZ.log (partitionFn_pos E b).ne').congr_deriv (neg_div _ _)
```

For the variance, `expand` multiplies out the square for an arbitrary number `m`. Then `h1` and `h2` replace the energy sums by averages times the partition function.

```lean
/-- For a nonempty list of levels, the energy variance is the mean squared energy minus
the square of the mean energy. -/
theorem energyVariance_eq [Nonempty ι] (E : ι → ℝ) (b : ℝ) :
    energyVariance E b = thermalAvg E (fun i => E i ^ 2) b - meanEnergy E b ^ 2 := by
  have hZ := (partitionFn_pos E b).ne'
  -- expand the square under the sum
  have expand : ∀ m : ℝ, ∑ i, (E i - m) ^ 2 * Real.exp (-b * E i) =
      ∑ i, E i ^ 2 * Real.exp (-b * E i) - 2 * m * ∑ i, E i * Real.exp (-b * E i)
        + m ^ 2 * partitionFn E b := by
    intro m
    unfold partitionFn
    rw [Finset.mul_sum, Finset.mul_sum, ← Finset.sum_sub_distrib, ← Finset.sum_add_distrib]
    exact Finset.sum_congr rfl fun i _ => by ring
  have h1 : ∑ i, E i * Real.exp (-b * E i) = meanEnergy E b * partitionFn E b :=
    (div_eq_iff hZ).mp rfl
  have h2 : ∑ i, E i ^ 2 * Real.exp (-b * E i) =
      thermalAvg E (fun i => E i ^ 2) b * partitionFn E b := (div_eq_iff hZ).mp rfl
  change (∑ i, (E i - meanEnergy E b) ^ 2 * Real.exp (-b * E i)) / partitionFn E b = _
  rw [expand, h1, h2, div_eq_iff hZ]
  ring
```

The quotient rule gives the derivative of the mean. The algebraic identity `quot` brings it to the form found by hand, with `S`, `T` and `Z` standing for $S_2$, $S_1$ and $Z_E$.

```lean
/-- For a nonempty list of levels, the mean energy has derivative minus the energy variance
with respect to inverse temperature. -/
theorem hasDerivAt_meanEnergy [Nonempty ι] (E : ι → ℝ) (b : ℝ) :
    HasDerivAt (meanEnergy E) (-energyVariance E b) b := by
  have hZ := (partitionFn_pos E b).ne'
  have h0 := hasDerivAt_boltzmannSum E (fun _ => 1) b
  simp only [one_mul] at h0
  have hD : HasDerivAt (partitionFn E) (-∑ i, E i * Real.exp (-b * E i)) b := h0
  -- quotient rule for the mean energy
  have h : HasDerivAt (meanEnergy E) _ b := (hasDerivAt_boltzmannSum E E b).fun_div hD hZ
  have quot : ∀ S T Z : ℝ, Z ≠ 0 →
      (-S * Z - T * -T) / Z ^ 2 = -(S / Z - (T / Z) ^ 2) := by
    intro S T Z hne
    field_simp
    ring
  have hsq : ∑ i, E i ^ 2 * Real.exp (-b * E i) =
      ∑ i, E i * E i * Real.exp (-b * E i) := by simp only [pow_two]
  refine h.congr_deriv ?_
  rw [energyVariance_eq]
  change _ = -((∑ i, E i ^ 2 * Real.exp (-b * E i)) / partitionFn E b
    - ((∑ i, E i * Real.exp (-b * E i)) / partitionFn E b) ^ 2)
  rw [hsq]
  exact quot _ _ _ hZ
```

## Slope and curvature of ln K

`Real.log_div` splits the logarithm of the ratio, and the two single-species derivatives are subtracted.

```lean
/-- Slope of the van't Hoff plot: for nonempty lists of levels, the derivative of `ln K` in
inverse temperature is the mean energy of `A` minus that of `B`. -/
theorem vantHoff_slope [Nonempty ι] [Nonempty κ] (A : ι → ℝ) (B : κ → ℝ) (b : ℝ) :
    HasDerivAt (fun x => Real.log (eqConst A B x)) (meanEnergy A b - meanEnergy B b) b := by
  have hlog : (fun x => Real.log (eqConst A B x)) =
      fun x => Real.log (partitionFn B x) - Real.log (partitionFn A x) :=
    funext fun x => Real.log_div (partitionFn_pos B x).ne' (partitionFn_pos A x).ne'
  rw [hlog]
  exact ((hasDerivAt_log_partitionFn B b).fun_sub
    (hasDerivAt_log_partitionFn A b)).congr_deriv (by ring)
```

Because the slope formula holds at every `x`, `hslope` identifies the whole derivative function, which can then be differentiated again.

```lean
/-- Curvature of the van't Hoff plot: for nonempty lists of levels, the second derivative of
`ln K` in inverse temperature is the energy variance of `B` minus that of `A`. -/
theorem vantHoff_curvature [Nonempty ι] [Nonempty κ] (A : ι → ℝ) (B : κ → ℝ) (b : ℝ) :
    HasDerivAt (deriv fun x => Real.log (eqConst A B x))
      (energyVariance B b - energyVariance A b) b := by
  have hslope : (deriv fun x => Real.log (eqConst A B x)) =
      fun x => meanEnergy A x - meanEnergy B x :=
    funext fun x => (vantHoff_slope A B x).deriv
  rw [hslope]
  exact ((hasDerivAt_meanEnergy A b).fun_sub
    (hasDerivAt_meanEnergy B b)).congr_deriv (by ring)
```

## The equation in temperature

Let $t=k_BT$, so that $b=1/t$ and $db/dt=-1/t^2$. The chain rule gives

$$\frac{d\ln K}{dt}=\frac{\langle E\rangle_B-\langle E\rangle_A}{t^2}.$$

The usual van't Hoff equation has the standard reaction enthalpy in the numerator; for one-to-one conversion between ideal gases the pressure–volume terms and the translational energies cancel, so that enthalpy, taken per molecule, is the difference of mean energies found here.

```lean
/-- The van't Hoff equation in temperature: for nonempty lists of levels and a nonzero
temperature `t` in energy units, `ln K` changes with `t` at the rate given by the mean energy
of `B` minus that of `A`, divided by `t ^ 2`. -/
theorem vantHoff_temperature [Nonempty ι] [Nonempty κ] (A : ι → ℝ) (B : κ → ℝ)
    {t : ℝ} (ht : t ≠ 0) :
    HasDerivAt (fun s => Real.log (eqConst A B s⁻¹))
      ((meanEnergy B t⁻¹ - meanEnergy A t⁻¹) / t ^ 2) t := by
  have h : HasDerivAt (fun s => Real.log (eqConst A B s⁻¹)) _ t :=
    (vantHoff_slope A B t⁻¹).comp t (hasDerivAt_inv ht)
  exact h.congr_deriv (by ring)
```

## When the plot must bend upwards

If two levels differ, they cannot both equal the mean. At least one squared deviation is then positive, and so is its Boltzmann weight. The other terms are nonnegative, so the variance is positive.

```lean
/-- A list containing two different energies has positive energy variance. -/
theorem energyVariance_pos (E : ι → ℝ) (b : ℝ) {i j : ι} (hij : E i ≠ E j) :
    0 < energyVariance E b := by
  have : Nonempty ι := ⟨i⟩
  -- at least one of the two levels differs from the mean
  have hk : ∃ k, E k ≠ meanEnergy E b := by
    by_cases hi : E i = meanEnergy E b
    · exact ⟨j, fun hj => hij (hi.trans hj.symm)⟩
    · exact ⟨i, hi⟩
  obtain ⟨k, hk⟩ := hk
  refine div_pos (Finset.sum_pos' (fun l _ => mul_nonneg (sq_nonneg _) (Real.exp_pos _).le)
    ⟨k, Finset.mem_univ k, mul_pos ?_ (Real.exp_pos _)⟩) (partitionFn_pos E b)
  exact lt_of_le_of_ne (sq_nonneg _) (pow_ne_zero 2 (sub_ne_zero.mpr hk)).symm
```

If every level of A has energy $e$, its mean is $e$ and its variance is zero. If also $B_j\ne B_k$ for some $j,k$, then $(\ln K)''=\mathrm{Var}_B>0$ at every $b$. In the proof, `hm` and `hv` establish the mean and variance of A, and the previous lemma supplies the sign.

```lean
/-- If `A` has a nonempty list of levels all at one energy and `B` has two different energies,
the second derivative of `ln K` in inverse temperature is positive. -/
theorem vantHoff_curvature_pos [Nonempty ι] (A : ι → ℝ) (B : κ → ℝ) (b e : ℝ)
    (hA : ∀ i, A i = e) {j k : κ} (hB : B j ≠ B k) :
    0 < deriv (deriv fun x => Real.log (eqConst A B x)) b := by
  have : Nonempty κ := ⟨j⟩
  have hm : meanEnergy A b = e := by
    refine (div_eq_iff (partitionFn_pos A b).ne').mpr ?_
    unfold partitionFn
    rw [Finset.mul_sum]
    exact Finset.sum_congr rfl fun i _ => by rw [hA i]
  -- the reactant does not fluctuate in energy
  have hv : energyVariance A b = 0 := by
    unfold energyVariance thermalAvg
    rw [hm]
    simp [hA]
  rw [(vantHoff_curvature A B b).deriv, hv, sub_zero]
  exact energyVariance_pos B b hB

end

end VantHoffAnalysis
```

```lean
#print axioms VantHoffAnalysis.vantHoff_curvature
-- 'VantHoffAnalysis.vantHoff_curvature' depends on axioms: [propext, Classical.choice, Quot.sound]
#print axioms VantHoffAnalysis.vantHoff_temperature
-- 'VantHoffAnalysis.vantHoff_temperature' depends on axioms: [propext, Classical.choice, Quot.sound]
#print axioms VantHoffAnalysis.vantHoff_curvature_pos
-- 'VantHoffAnalysis.vantHoff_curvature_pos' depends on axioms: [propext, Classical.choice, Quot.sound]
```
